# The mixed derivative of a transition amplitude is not, in general, a constant multiple of the linear response

## Conventions and the two signals

Set $\hbar=1$. Operators are complex matrices over a finite index set `n`, states are vectors $\varphi$ with components labelled by `n`, and $\langle\varphi,\psi\rangle=\sum_i\overline{\varphi_i}\,\psi_i$. The parameters $s,t,a,b,\omega$ are real.

```lean
import Mathlib

open Matrix Complex

namespace ActionCausality

noncomputable section

variable {n : Type*} [Fintype n] [DecidableEq n]
```

The evolution generated by a matrix $G$ is $U_G(s)=e^{-isG}$, written `evol G s`.

```lean
/-- The evolution `exp(-i s G)` generated by the matrix `G`. -/
def evol (G : Matrix n n ℂ) (s : ℝ) : Matrix n n ℂ :=
  NormedSpace.exp ((-(I * (s : ℂ))) • G)
```

For a Hamiltonian $H$, the Heisenberg operator is $B(t)=U_H(-t)\,B\,U_H(t)$.

```lean
/-- The Heisenberg operator `B(t) = exp(iHt) B exp(-iHt)`. -/
def heis (H B : Matrix n n ℂ) (t : ℝ) : Matrix n n ℂ :=
  evol H (-t) * B * evol H t
```

The sandwich `expect φ M` is $\langle\varphi,M\varphi\rangle$. No normalisation is assumed; for $\varphi\neq0$ the expectation value is this number divided by $\langle\varphi,\varphi\rangle$.

```lean
/-- The sandwich `⟨φ, M φ⟩`, as a linear functional of the operator `M`. -/
def expect (φ : n → ℂ) : Matrix n n ℂ →ₗ[ℂ] ℂ where
  toFun M := star φ ⬝ᵥ (M *ᵥ φ)
  map_add' M N := by rw [Matrix.add_mulVec, dotProduct_add]
  map_smul' c M := by rw [Matrix.smul_mulVec, dotProduct_smul]; rfl
```

A kick $e^{-iaA}$ is the effect of an instantaneous perturbation $aA\,\delta(t')$ at time $t'=0$. The first signal is, for normalised $\varphi$ and Hermitian $H,A,B$, the amplitude for returning to $\varphi$ after a kick by $A$ at time $0$ and a kick by $B$ at time $t$,
$$T(a,b)=\langle\varphi,\,e^{-ibB}\,U_H(t)\,e^{-iaA}\varphi\rangle .$$

```lean
/-- Transition amplitude back to `φ`, for normalised `φ`: kick by `a A`, evolve under `H` for time
`t`, kick by `b B`, and take the overlap with `φ`. -/
def amplitude (H A B : Matrix n n ℂ) (φ : n → ℂ) (t a b : ℝ) : ℂ :=
  expect φ (evol B b * evol H t * evol A a)
```

The second is, for normalised $\varphi$ and Hermitian $H,A,B$, the mean result of measuring $B$ at time $t$ after one kick,
$$m(a)=\langle\psi_a,B\psi_a\rangle,\qquad \psi_a=U_H(t)\,e^{-iaA}\varphi .$$

```lean
/-- The sandwich `⟨ψ, B ψ⟩`, where `ψ` is obtained from `φ` by a kick `a A` and evolution under `H`
for time `t`. It is the mean of `B` when `ψ` is normalised. -/
def kickedMean (H A B : Matrix n n ℂ) (φ : n → ℂ) (t a : ℝ) : ℂ :=
  expect ((evol H t * evol A a) *ᵥ φ) B
```

## (a) Adjoint of the evolution

Show that for Hermitian $G$
$$U_G(s)^\dagger=U_G(-s).$$

**Solution.** Taking adjoints term by term in the power series gives $(e^X)^\dagger=e^{X^\dagger}$. For $X=-isG$ we have $X^\dagger=isG$. In Lean, `hs` conjugates the scalar and `Matrix.exp_conjTranspose` handles the series.

```lean
/-- For a Hermitian generator, the adjoint of the evolution is the backward evolution. -/
theorem evol_conjTranspose {G : Matrix n n ℂ} (hG : G.IsHermitian) (s : ℝ) :
    (evol G s)ᴴ = evol G (-s) := by
  have hs : star (-(I * (s : ℂ))) = -(I * ((-s : ℝ) : ℂ)) := by
    simp [mul_comm]
  rw [evol, evol, ← Matrix.exp_conjTranspose, Matrix.conjTranspose_smul, hG.eq, hs]
```

## (b) Sandwich of an adjoint

Show that for every matrix $M$
$$\langle\varphi,M^\dagger\varphi\rangle=\overline{\langle\varphi,M\varphi\rangle}.$$

**Solution.** Move $M^\dagger$ to the left: $\langle\varphi,M^\dagger\varphi\rangle=\langle M\varphi,\varphi\rangle=\overline{\langle\varphi,M\varphi\rangle}$.

```lean
omit [DecidableEq n] in
/-- The adjoint operator has the complex conjugate sandwich. -/
theorem expect_conjTranspose (φ : n → ℂ) (M : Matrix n n ℂ) :
    expect φ Mᴴ = star (expect φ M) := by
  change star φ ⬝ᵥ (Mᴴ *ᵥ φ) = star (star φ ⬝ᵥ (M *ᵥ φ))
  rw [Matrix.dotProduct_mulVec (star φ) Mᴴ φ, ← Matrix.star_mulVec]
  exact Matrix.star_dotProduct _ _

open scoped Matrix.Norms.Operator
```

## (c) Derivative of the evolution

Show that
$$\frac{d}{ds}U_G(s)=U_G(s)\,(-iG).$$

**Solution.** Differentiate $\sum_k s^k(-iG)^k/k!$ term by term and take out one factor $-iG$ on the right. `HasDerivAt f f' x` means that $f$ is differentiable at $x$ with derivative $f'$. The proof writes the exponent as the real number $s$ times the fixed matrix $-iG$, then applies Mathlib's rule for such exponentials.

```lean
/-- The evolution obeys the Schrödinger equation: its `s`-derivative is
`exp(-i s G) (-i G)`. -/
theorem evol_hasDerivAt (G : Matrix n n ℂ) (s : ℝ) :
    HasDerivAt (evol G) (evol G s * ((-I) • G)) s := by
  have hs : ∀ u : ℝ, (-(I * (u : ℂ))) • G = u • ((-I) • G) := fun u => by
    ext i j
    simp only [Matrix.smul_apply, smul_eq_mul, Complex.real_smul]
    ring
  have e : ∀ u : ℝ, evol G u = NormedSpace.exp (u • ((-I) • G)) :=
    fun u => congrArg NormedSpace.exp (hs u)
  have h := hasDerivAt_exp_smul_const (𝕂 := ℝ) ((-I) • G) s
  exact (h.congr_deriv (congrArg (fun M => M * ((-I) • G)) (e s).symm)).congr_of_eventuallyEq
    (Filter.Eventually.of_forall e)
```

## (d) Derivative of a sandwich

Show that for a differentiable matrix path $F$
$$\frac{d}{ds}\langle\varphi,F(s)\varphi\rangle=\langle\varphi,F'(s)\varphi\rangle.$$

**Solution.** The left side differentiates the finite sum $\sum_{ij}\overline{\varphi_i}F_{ij}(s)\varphi_j$, whose coefficients are constant. Lean uses the chain rule for the continuous linear map `expect φ`.

```lean
omit [DecidableEq n] in
/-- The derivative of the sandwich of a differentiable operator path is the sandwich of the
derivative of the path. -/
theorem expect_hasDerivAt (φ : n → ℂ) {F : ℝ → Matrix n n ℂ} {F' : Matrix n n ℂ} {s : ℝ}
    (h : HasDerivAt F F' s) : HasDerivAt (fun u => expect φ (F u)) (expect φ F') s :=
  ((expect φ).toContinuousLinearMap.restrictScalars ℝ).hasFDerivAt.comp_hasDerivAt s h
```

## (e) A stationary state

Let $H\varphi=0$. Show that
$$U_H(t)\varphi=\varphi.$$

**Solution.** By (c), $\frac{d}{ds}U_H(s)\varphi=U_H(s)(-iH)\varphi=0$, so $U_H(s)\varphi$ keeps its value $\varphi$ at $s=0$. The condition $H\varphi=0$ sets the energy of the state to zero; an eigenstate of energy $E$ meets it once $H$ is replaced by $H-E$. The Lean proof puts $\varphi$ into every column of a matrix `P`, so that the product rule for matrices applies.

```lean
/-- A state with `H φ = 0` does not move under the evolution generated by `H`. -/
theorem evol_stationary {H : Matrix n n ℂ} {φ : n → ℂ} (hφ : H *ᵥ φ = 0) (t : ℝ) :
    evol H t *ᵥ φ = φ := by
  -- store the state in the columns of a square matrix
  let P : Matrix n n ℂ := Matrix.of fun i _ => φ i
  have hP : H * P = 0 := by
    ext i j
    exact congrFun hφ i
  have hd : ∀ s : ℝ, HasDerivAt (fun u => evol H u * P) 0 s := fun s => by
    refine ((evol_hasDerivAt H s).mul_const P).congr_deriv ?_
    rw [mul_assoc, smul_mul_assoc, hP, smul_zero, mul_zero]
  have hc : evol H t * P = evol H 0 * P :=
    is_const_of_deriv_eq_zero (fun s => (hd s).differentiableAt) (fun s => (hd s).deriv) t 0
  have h0 : evol H 0 = 1 := by simp [evol]
  rw [h0, one_mul] at hc
  ext i
  exact congrFun (congrFun hc i) i
```

## (f) The amplitude in the Heisenberg picture

Let $H$ be Hermitian and $H\varphi=0$. Show that
$$T(a,b)=\langle\varphi,\,e^{-ibB(t)}e^{-iaA}\varphi\rangle.$$

**Solution.** Since $B(t)^k=U_H(-t)B^kU_H(t)$, the exponential series gives $e^{-ibB(t)}=U_H(-t)e^{-ibB}U_H(t)$ (`hK`). The right side is therefore
$$\langle\varphi,U_H(-t)e^{-ibB}U_H(t)e^{-iaA}\varphi\rangle=\langle U_H(t)\varphi,\,e^{-ibB}U_H(t)e^{-iaA}\varphi\rangle$$
by (a), and (e) replaces $U_H(t)\varphi$ by $\varphi$ (`hbra`, `hl`).

```lean
/-- For Hermitian `H` with `H φ = 0`, the transition amplitude equals
`⟨φ, exp(-i b B(t)) exp(-i a A) φ⟩`. -/
theorem amplitude_heisenberg {H : Matrix n n ℂ} {φ : n → ℂ} (hH : H.IsHermitian)
    (hφ : H *ᵥ φ = 0) (A B : Matrix n n ℂ) (t a b : ℝ) :
    amplitude H A B φ t a b = expect φ (evol (heis H B t) b * evol A a) := by
  have hinv : evol H (-t) = (evol H t)⁻¹ := by
    rw [evol, evol, ← Matrix.exp_neg]
    congr 1
    simp
  -- conjugation passes through the exponential
  have hK : evol (heis H B t) b = evol H (-t) * evol B b * evol H t := by
    have h := Matrix.exp_conj' (evol H t) ((-(I * (b : ℂ))) • B) (Matrix.isUnit_exp _)
    rw [Matrix.mul_smul, Matrix.smul_mul, ← hinv] at h
    exact h
  -- the bra absorbs the backward evolution
  have hbra : star φ ᵥ* evol H (-t) = star φ := by
    rw [← evol_conjTranspose hH, ← Matrix.star_mulVec, evol_stationary hφ]
  have hl : ∀ M, expect φ (evol H (-t) * M) = expect φ M := fun M => by
    change star φ ⬝ᵥ ((evol H (-t) * M) *ᵥ φ) = star φ ⬝ᵥ (M *ᵥ φ)
    rw [← Matrix.mulVec_mulVec, Matrix.dotProduct_mulVec (star φ) (evol H (-t)), hbra]
  rw [amplitude, hK, ← hl]
  simp only [mul_assoc]
```

## (g) The Kubo formula

Let $H$ and $A$ be Hermitian. Show that
$$m'(0)=-i\langle\varphi,[B(t),A]\varphi\rangle.$$

**Solution.** By (a), $m(a)=\langle\varphi,e^{iaA}B(t)e^{-iaA}\varphi\rangle$. The product rule at $a=0$ gives the operator $iAB(t)-iB(t)A=-i[B(t),A]$, and (d) takes the derivative through the sandwich. Lean writes $e^{iaA}$ as `evol (-A) a`, so that (c) serves both factors.

The formula holds for every real $t$. For normalised $\varphi$, the retarded response function equals it for $t>0$ and is zero for $t<0$; that step function is not part of the statement.

```lean
/-- Kubo formula: for Hermitian `H` and `A`, the derivative of `kickedMean H A B φ t a` at `a = 0`
is `-i ⟨φ, [B(t), A] φ⟩`. For normalised `φ` this is the linear response of the mean of `B` at time
`t` to a kick by `A` at time zero. -/
theorem kubo_response {H A : Matrix n n ℂ} (hH : H.IsHermitian) (hA : A.IsHermitian)
    (B : Matrix n n ℂ) (φ : n → ℂ) (t : ℝ) :
    HasDerivAt (fun a => kickedMean H A B φ t a)
      (-I * expect φ (heis H B t * A - A * heis H B t)) 0 := by
  have hf : (fun a => kickedMean H A B φ t a) =
      fun a => expect φ (evol (-A) a * heis H B t * evol A a) := by
    funext a
    have hn : evol (-A) a = evol A (-a) := by simp [evol]
    rw [hn, heis, ← evol_conjTranspose hA, ← evol_conjTranspose hH]
    change star ((evol H t * evol A a) *ᵥ φ) ⬝ᵥ (B *ᵥ ((evol H t * evol A a) *ᵥ φ)) =
      star φ ⬝ᵥ (((evol A a)ᴴ * ((evol H t)ᴴ * B * evol H t) * evol A a) *ᵥ φ)
    rw [Matrix.star_mulVec, ← Matrix.dotProduct_mulVec, Matrix.conjTranspose_mul]
    simp only [Matrix.mulVec_mulVec, Matrix.mul_assoc]
  have h0 : ∀ G : Matrix n n ℂ, evol G 0 = 1 := fun G => by simp [evol]
  rw [hf]
  refine (expect_hasDerivAt φ (((evol_hasDerivAt (-A) 0).mul_const (heis H B t)).fun_mul
    (evol_hasDerivAt A 0))).congr_deriv ?_
  have hc : -I * expect φ (heis H B t * A - A * heis H B t) =
      expect φ ((-I) • (heis H B t * A - A * heis H B t)) := by
    rw [map_smul, smul_eq_mul]
  rw [h0, h0, hc]
  congr 1
  simp only [one_mul, mul_one, smul_mul_assoc, mul_smul_comm, neg_mul]
  module
```

## (h) The two derivatives compared

Let $H,A,B$ be Hermitian, $H\varphi=0$ and $z=\langle\varphi,B(t)A\varphi\rangle$. Show that
$$\partial_b\partial_aT\big|_{a=b=0}=-z,\qquad m'(0)=2\,\mathrm{Im}\,z.$$

**Solution.** By (f), $\partial_aT|_{a=0}=\langle\varphi,e^{-ibB(t)}(-iA)\varphi\rangle$. The $b$-derivative at zero brings down $-iB(t)$, and $(-i)^2=-1$ gives $-z$.

For the mean, $B(t)$ is Hermitian (`hK`), so $(B(t)A)^\dagger=AB(t)$ and (b) gives $\langle\varphi,AB(t)\varphi\rangle=\bar z$ (`hs`). Then (g) yields $m'(0)=-i(z-\bar z)=2\,\mathrm{Im}\,z$. For unnormalised $\varphi\neq0$, the physical amplitude and mean are $T$ and $m$ divided by $\langle\varphi,\varphi\rangle$, and their derivatives carry the same factor.

Linear-response time-dependent density functional theory works with the retarded density response, which for $t>0$ and normalised $\varphi$ has the form of $m'(0)$ with density operators for $A$ and $B$. The mixed derivative of the transition amplitude is $-z$ instead. The derivative is that of the amplitude itself, not of its logarithm, and no density functional enters.

```lean
/-- Let `H`, `A`, `B` be Hermitian and `H φ = 0`. The mixed derivative of the transition amplitude
at zero kicks is `-⟨φ, B(t) A φ⟩`, whereas the derivative of `kickedMean` at zero kick is
`2 Im ⟨φ, B(t) A φ⟩`. For normalised `φ` the latter is the linear response of the mean of `B`. -/
theorem amplitude_versus_response {H A B : Matrix n n ℂ} {φ : n → ℂ} (hH : H.IsHermitian)
    (hA : A.IsHermitian) (hB : B.IsHermitian) (hφ : H *ᵥ φ = 0) (t : ℝ) :
    HasDerivAt (fun b : ℝ => deriv (fun a : ℝ => amplitude H A B φ t a b) 0)
      (-expect φ (heis H B t * A)) 0 ∧
    HasDerivAt (fun a : ℝ => kickedMean H A B φ t a)
      ((2 * (expect φ (heis H B t * A)).im : ℝ) : ℂ) 0 := by
  have h0 : ∀ G : Matrix n n ℂ, evol G 0 = 1 := fun G => by simp [evol]
  constructor
  · -- differentiate in `a` at fixed `b`, then in `b`
    have h1 : (fun b : ℝ => deriv (fun a : ℝ => amplitude H A B φ t a b) 0) =
        fun b => expect φ (evol (heis H B t) b * (evol A 0 * ((-I) • A))) := by
      funext b
      simp only [amplitude_heisenberg hH hφ]
      exact (expect_hasDerivAt φ ((evol_hasDerivAt A 0).const_mul _)).deriv
    rw [h1]
    refine (expect_hasDerivAt φ ((evol_hasDerivAt (heis H B t) 0).mul_const _)).congr_deriv ?_
    rw [h0, h0, one_mul, one_mul, ← map_neg]
    congr 1
    rw [smul_mul_assoc, mul_smul_comm, smul_smul, neg_mul_neg, I_mul_I, neg_one_smul]
  · -- Hermiticity makes the sandwiches of the two products in the commutator complex conjugates
    have hK : (heis H B t)ᴴ = heis H B t := by
      rw [heis, Matrix.conjTranspose_mul, Matrix.conjTranspose_mul, evol_conjTranspose hH,
        evol_conjTranspose hH, hB.eq, neg_neg, mul_assoc]
    have hs := expect_conjTranspose φ (heis H B t * A)
    rw [Matrix.conjTranspose_mul, hA.eq, hK] at hs
    refine (kubo_response hH hA B φ t).congr_deriv ?_
    rw [map_sub, hs]
    apply Complex.ext <;> simp
    ring
```

## (i) A two-level correlation

Take $H=\mathrm{diag}(0,\omega)$, $\varphi=(1,0)$ and $A=B=\sigma_x$. Show that
$$\langle\varphi,B(t)A\varphi\rangle=e^{-i\omega t}.$$

**Solution.** $A\varphi=(0,1)$. The evolution multiplies this by $e^{-i\omega t}$, $\sigma_x$ returns it to $\varphi$, and $U_H(-t)$ leaves $\varphi$ unchanged. The overlap with $\varphi$ is $e^{-i\omega t}$. Lean computes the diagonal evolution in `hU` and multiplies out the matrices.

```lean
/-- For levels `0` and `ω`, the level `0` as state and `A = B = σx`, the correlation `⟨φ, B(t) A φ⟩`
is `exp(-i ω t)`. -/
theorem twoLevel_correlation (ω t : ℝ) :
    expect ![1, 0] (heis (Matrix.diagonal ![0, (ω : ℂ)]) !![0, 1; 1, 0] t * !![0, 1; 1, 0]) =
      Complex.exp (-(I * t) * ω) := by
  have hU : ∀ s : ℝ, evol (Matrix.diagonal ![0, (ω : ℂ)]) s =
      Matrix.diagonal ![1, Complex.exp (-(I * s) * ω)] := fun s => by
    rw [evol, ← Matrix.diagonal_smul, Matrix.exp_diagonal, Pi.exp_def]
    congr 1
    ext i
    fin_cases i <;> simp [Complex.exp_eq_exp_ℂ]
  rw [heis, hU, hU]
  change star ![1, 0] ⬝ᵥ (_ *ᵥ ![1, 0]) = _
  simp [Matrix.mulVec, dotProduct, Matrix.mul_apply, Fin.sum_univ_succ, Matrix.diagonal]
```

## (j) No constant conversion factor

In the system of (i) with $\omega>0$, show that no $c\in\mathbb{C}$ independent of $t$ satisfies
$$m'(0)=c\;\partial_b\partial_aT\big|_{a=b=0}\qquad\text{for all }t>0.$$

**Solution.** By (h) and (i), such a $c$ would obey $-2\sin\omega t=-c\,e^{-i\omega t}$ for all $t>0$ (`key`). At $t=\pi/\omega$ the left side vanishes while the exponential does not, so $c=0$. At $t=\pi/(2\omega)$ the equation then reads $-2=0$, a contradiction. By (h), the response is $-2$ times the imaginary part of the amplitude derivative, and taking an imaginary part is not multiplication by a constant.

```lean
/-- For levels `0` and `ω > 0`, the lower level as state and `A = B = σx`, no constant factor
turns the mixed amplitude derivative into the linear response at all times `t > 0`. -/
theorem no_constant_factor {ω : ℝ} (hω : 0 < ω) :
    ¬ ∃ c : ℂ, ∀ t : ℝ, 0 < t →
      deriv (fun a : ℝ => kickedMean (Matrix.diagonal ![0, (ω : ℂ)])
        !![0, 1; 1, 0] !![0, 1; 1, 0] ![1, 0] t a) 0 =
      c * deriv (fun b : ℝ => deriv (fun a : ℝ => amplitude (Matrix.diagonal ![0, (ω : ℂ)])
        !![0, 1; 1, 0] !![0, 1; 1, 0] ![1, 0] t a b) 0) 0 := by
  rintro ⟨c, hc⟩
  have hH : (Matrix.diagonal ![0, (ω : ℂ)]).IsHermitian := by
    ext i j
    fin_cases i <;> fin_cases j <;> simp [Matrix.diagonal]
  have hX : (!![0, 1; 1, 0] : Matrix (Fin 2) (Fin 2) ℂ).IsHermitian := by
    ext i j
    fin_cases i <;> fin_cases j <;> simp
  have hφ : Matrix.diagonal ![0, (ω : ℂ)] *ᵥ ![1, 0] = 0 := by
    ext i
    fin_cases i <;> simp [Matrix.mulVec_diagonal]
  have key : ∀ t : ℝ, 0 < t →
      ((2 * -Real.sin (t * ω) : ℝ) : ℂ) = c * -Complex.exp (-(I * t) * ω) := fun t ht => by
    have h := hc t ht
    have him : (Complex.exp (-(I * t) * ω)).im = -Real.sin (t * ω) := by
      simp [Complex.exp_im]
    rw [(amplitude_versus_response hH hX hX hφ t).1.deriv,
      (amplitude_versus_response hH hX hX hφ t).2.deriv, twoLevel_correlation, him] at h
    exact h
  -- the response vanishes after half a period, which forces `c = 0`
  have h1 := key (Real.pi / ω) (by positivity)
  rw [div_mul_cancel₀ _ hω.ne', Real.sin_pi, neg_zero, mul_zero, Complex.ofReal_zero] at h1
  have hc0 : c = 0 :=
    (mul_eq_zero.mp h1.symm).resolve_right (neg_ne_zero.mpr (Complex.exp_ne_zero _))
  -- but it does not vanish after a quarter period
  have h2 := key (Real.pi / 2 / ω) (by positivity)
  rw [div_mul_cancel₀ _ hω.ne', Real.sin_pi_div_two, hc0, zero_mul] at h2
  norm_num at h2

end

end ActionCausality
```

```lean
#print axioms ActionCausality.amplitude_versus_response
-- 'ActionCausality.amplitude_versus_response' depends on axioms: [propext, Classical.choice, Quot.sound]
#print axioms ActionCausality.no_constant_factor
-- 'ActionCausality.no_constant_factor' depends on axioms: [propext, Classical.choice, Quot.sound]
```
